# Uncoupled states have no cone point where their energies are differentiable, given two or more coordinates

A molecule is moved in its branching plane around a ground-state conical intersection, and the energies come from configuration interaction singles (CIS). By Brillouin's theorem the optimised Hartree–Fock reference does not couple to single excitations. What can the crossing look like without that coupling?

A geometry is a vector \(x\in\mathbb R^n\); the branching plane is \(n=2\).

In Lean 4 with Mathlib:

```lean
import Mathlib

open Matrix Topology

namespace BrillouinConicalIntersection

noncomputable section

/-- Nuclear geometries described by `n` real coordinates. -/
abbrev Geom (n : ℕ) := EuclideanSpace ℝ (Fin n)
```

The reference energy \(e_0\), excited energy \(e_1\) and coupling \(w\) are real functions of \(x\), and
\[H=\begin{pmatrix}e_0&w\\w&e_1\end{pmatrix}.\]
Brillouin's theorem enters below as the hypothesis `hB`: \(w=0\) at every geometry. Continuity and differentiability of the energies are also assumed, although a Hartree–Fock solution can jump or a CIS root can have a kink.

```lean
variable {n : ℕ} {e₀ e₁ w : Geom n → ℝ}

/-- The two-state Hamiltonian with reference energy `e₀`, excited energy `e₁` and coupling `w`. -/
def hamiltonian (e₀ e₁ w : Geom n → ℝ) (x : Geom n) : Matrix (Fin 2) (Fin 2) ℝ :=
  !![e₀ x, w x; w x, e₁ x]
```

The degeneracy set \(D\) contains the geometries where all vectors are eigenvectors with one common energy \(E\).

```lean
/-- The geometries at which every state is an eigenvector with one common energy. -/
def degeneracySet (e₀ e₁ w : Geom n → ℝ) : Set (Geom n) :=
  {x | ∃ E : ℝ, ∀ v : Fin 2 → ℝ, hamiltonian e₀ e₁ w x *ᵥ v = E • v}
```

The gap \(\Delta\) is the root of the secular discriminant, \(\Delta=\sqrt{(\operatorname{tr}H)^2-4\det H}\).

```lean
/-- The distance between the two roots of the secular equation, written as the square root of
its discriminant. -/
def energyGap (e₀ e₁ w : Geom n → ℝ) (x : Geom n) : ℝ :=
  √((hamiltonian e₀ e₁ w x).trace ^ 2 - 4 * (hamiltonian e₀ e₁ w x).det)
```

A cone point is an \(x_0\in D\) with \(\Delta(x)\ge c\|x-x_0\|\) near \(x_0\) for some \(c>0\). All \(n\) directions count, so for \(n>2\) a point on an ordinary intersection seam already fails this definition; the plane is the informative case.

```lean
/-- A cone point is a degeneracy near which the energy gap is at least a fixed positive multiple of
the distance from it. -/
def IsConePoint (e₀ e₁ w : Geom n → ℝ) (x₀ : Geom n) : Prop :=
  x₀ ∈ degeneracySet e₀ e₁ w ∧
    ∃ c > 0, ∀ᶠ x in 𝓝 x₀, c * ‖x - x₀‖ ≤ energyGap e₀ e₁ w x
```

## (a) Conditions for degeneracy

Show that
\[x\in D\iff e_0(x)=e_1(x)\ \text{and}\ w(x)=0 .\]

Applying \(Hv=Ev\) to \((1,0)\) gives \(e_0=E\) and \(w=0\); applying it to \((0,1)\) gives \(e_1=E\). Conversely, the two conditions make \(H=e_0\mathbf 1\). In the code, `a`, `b` and `d` are these three component equations.

```lean
/-- The two states are degenerate exactly where their diagonal energies agree and the coupling
vanishes. -/
theorem mem_degeneracySet_iff {x : Geom n} :
    x ∈ degeneracySet e₀ e₁ w ↔ e₀ x = e₁ x ∧ w x = 0 := by
  constructor
  · rintro ⟨E, h⟩
    -- test the eigenvalue equation on the two basis states
    have a := congrFun (h ![1, 0]) 0
    have b := congrFun (h ![1, 0]) 1
    have d := congrFun (h ![0, 1]) 1
    simp [hamiltonian, Matrix.mulVec, dotProduct, Fin.sum_univ_two] at a b d
    exact ⟨a.trans d.symm, b⟩
  · rintro ⟨h, hw⟩
    refine ⟨e₀ x, fun v => ?_⟩
    ext i
    fin_cases i <;>
      simp [hamiltonian, Matrix.mulVec, dotProduct, Fin.sum_univ_two, hw, h]
```

## (b) The gap without coupling

Show that \(w(x)=0\) implies
\[\Delta(x)=|e_1(x)-e_0(x)| .\]

The discriminant is \((e_0+e_1)^2-4e_0e_1=(e_1-e_0)^2\), whose root is the absolute value.

```lean
/-- Where the coupling vanishes, the energy gap is the absolute difference of the reference and
excited energies. -/
theorem energyGap_of_uncoupled {x : Geom n} (hw : w x = 0) :
    energyGap e₀ e₁ w x = |e₁ x - e₀ x| := by
  have h : (hamiltonian e₀ e₁ w x).trace ^ 2 - 4 * (hamiltonian e₀ e₁ w x).det
      = (e₁ x - e₀ x) ^ 2 := by
    simp [hamiltonian, Matrix.trace_fin_two, Matrix.det_fin_two, hw]
    ring
  rw [energyGap, h, Real.sqrt_sq_eq_abs]
```

## (c) Paths between opposite orderings

Let \(w=0\) everywhere, \(e_0,e_1\) be continuous, \(e_0(a)<e_1(a)\) and \(e_1(b)<e_0(b)\). Show that every continuous path \(\gamma\) from \(a\) to \(b\) satisfies
\[\exists t\in[0,1]:\ \gamma(t)\in D .\]

The function \(e_1(\gamma(t))-e_0(\gamma(t))\) is continuous, positive at \(t=0\) and negative at \(t=1\). It has a zero by the intermediate value theorem, and (a) places that point in \(D\).

```lean
/-- For continuous energies and zero coupling, every continuous path from a geometry with the
reference state lower to one with the excited state lower passes through a degeneracy. -/
theorem path_meets_degeneracySet (h₀ : Continuous e₀) (h₁ : Continuous e₁)
    (hB : ∀ x, w x = 0) {a b : Geom n} (ha : e₀ a < e₁ a) (hb : e₁ b < e₀ b)
    (γ : Path a b) : ∃ t, γ t ∈ degeneracySet e₀ e₁ w := by
  have h : (0 : ℝ) ∈ Set.range (fun t : unitInterval => e₁ (γ t) - e₀ (γ t)) :=
    mem_range_of_exists_le_of_exists_ge
      ((h₁.comp γ.continuous).sub (h₀.comp γ.continuous))
      ⟨1, by simpa using hb.le⟩ ⟨0, by simpa using ha.le⟩
  obtain ⟨t, ht⟩ := h
  exact ⟨t, mem_degeneracySet_iff.2 ⟨(sub_eq_zero.1 ht).symm, hB _⟩⟩
```

## (d) Dimension

Show that \(n\ge2\) gives
\[\dim\mathbb R^n>1 .\]

The dimension is \(n\). The code states this for `Module.rank`, the form needed in (e) and (g).

```lean
/-- A space of at least two nuclear coordinates has dimension greater than one. -/
theorem one_lt_rank (hn : 2 ≤ n) : 1 < Module.rank ℝ (Geom n) := by
  rw [← Module.finrank_eq_rank ℝ (Geom n), finrank_euclideanSpace_fin]
  exact_mod_cast (show 1 < n by omega)
```

## (e) Size of the degeneracy set

Under the assumptions of (c) and \(n\ge2\), show that
\[D\ \text{is uncountable}.\]

Suppose \(D\) is countable. Neither \(a\) nor \(b\) lies in it. Choose \(u\) not parallel to \(b-a\) and join \(a\) to \(b\) by straight segments through \(\tfrac12(a+b)+su\), \(s\in\mathbb R\). Different \(s\) give paths that share only their endpoints, so each point of \(D\) blocks at most one of them. Some path avoids \(D\), contradicting (c). Mathlib supplies this bypass as `isPathConnected_compl_of_one_lt_rank`.

```lean
/-- With at least two coordinates, continuous energies and zero coupling, the degeneracy set is
uncountable as soon as each of the two states is the lower one somewhere. -/
theorem degeneracySet_not_countable (hn : 2 ≤ n) (h₀ : Continuous e₀) (h₁ : Continuous e₁)
    (hB : ∀ x, w x = 0) {a b : Geom n} (ha : e₀ a < e₁ a) (hb : e₁ b < e₀ b) :
    ¬ (degeneracySet e₀ e₁ w).Countable := by
  intro hc
  -- a countable set could be bypassed by a path
  have hp := hc.isPathConnected_compl_of_one_lt_rank (one_lt_rank hn)
  have hj := hp.joinedIn a (fun h => ha.ne (mem_degeneracySet_iff.1 h).1)
    b (fun h => hb.ne' (mem_degeneracySet_iff.1 h).1)
  obtain ⟨t, ht⟩ := path_meets_degeneracySet h₀ h₁ hB ha hb hj.somePath
  exact hj.somePath_mem t ht
```

## (f) Small steps in opposite directions

Let \(g(x_0)=0\) and let \(g\) have derivative \(L\) at \(x_0\). Given \(c,r>0\) and \(v\), find \(t>0\) with \(\|tv\|<r\) and
\[|g(x_0\pm tv)\mp tLv|\le c\,t\|v\| .\]

Differentiability gives \(\delta>0\) with \(|g(x_0+h)-Lh|\le c\|h\|\) for \(\|h\|<\delta\). Take \(t=\min(r,\delta)/(\|v\|+1)\) and \(h=\pm tv\).

```lean
/-- Near a zero of a differentiable energy difference `g`, a small step along `v` or `-v` changes
`g` by its linear part, up to an error that is any chosen fraction of the step length. -/
theorem linear_regime {g : Geom n → ℝ} {L : Geom n →L[ℝ] ℝ} {x₀ : Geom n}
    (hg : HasFDerivAt g L x₀) (h0 : g x₀ = 0) {c r : ℝ} (hc : 0 < c) (hr : 0 < r)
    (v : Geom n) : ∃ t > 0, ‖t • v‖ < r ∧ |g (x₀ + t • v) - t * L v| ≤ c * (t * ‖v‖) ∧
      |g (x₀ - t • v) + t * L v| ≤ c * (t * ‖v‖) := by
  obtain ⟨δ, hδ, H⟩ := Metric.eventually_nhds_iff.1
    ((hasFDerivAt_iff_isLittleO_nhds_zero.1 hg).def hc)
  have hv : 0 < ‖v‖ + 1 := by positivity
  obtain ⟨t, ht, e⟩ : ∃ t > 0, t * (‖v‖ + 1) = min r δ :=
    ⟨_, div_pos (lt_min hr hδ) hv, div_mul_cancel₀ _ hv.ne'⟩
  have hs : ‖t • v‖ = t * ‖v‖ := by rw [norm_smul, Real.norm_of_nonneg ht.le]
  have hlt : ‖t • v‖ < min r δ := by rw [hs]; linarith
  have hd := hlt.trans_le (min_le_right r δ)
  refine ⟨t, ht, hlt.trans_le (min_le_left r δ), ?_, ?_⟩
  · have k : ‖g (x₀ + t • v) - g x₀ - L (t • v)‖ ≤ c * ‖t • v‖ :=
      H (by rwa [dist_zero_right])
    rwa [h0, sub_zero, map_smul, smul_eq_mul, Real.norm_eq_abs, hs] at k
  · have k : ‖g (x₀ + -(t • v)) - g x₀ - L (-(t • v))‖ ≤ c * ‖-(t • v)‖ :=
      H (by rwa [dist_zero_right, norm_neg])
    rwa [h0, sub_zero, map_neg, map_smul, smul_eq_mul, sub_neg_eq_add, norm_neg,
      Real.norm_eq_abs, hs, ← sub_eq_add_neg] at k
```

## (g) Gradients at an isolated degeneracy

Let \(n\ge2\), \(w=0\) everywhere and \(e_0,e_1\) be continuous, with derivatives \(L_0,L_1\) at an isolated point \(x_0\) of \(D\). Show that
\[L_0=L_1 .\]

Set \(g=e_1-e_0\) and \(L=L_1-L_0\). If \(L\ne0\), some \(v\) has \(Lv>0\). Use (f) with \(c=Lv/(\|v\|+1)\) and \(r\) so small that \(x_0\) is the only degeneracy within \(r\). Then
\[g(x_0+tv)\ge t(Lv-c\|v\|)=tc>0,\qquad g(x_0-tv)\le-tc<0 .\]
The sphere of radius \(t\|v\|\) about \(x_0\) is connected, so \(g\) vanishes somewhere on it. That is a second degeneracy within \(r\), a contradiction.

```lean
/-- With at least two coordinates, continuous energies and zero coupling, the reference and
excited energies have equal gradients at any isolated degeneracy where both are differentiable. -/
theorem gradients_eq_of_isolated (hn : 2 ≤ n) (h₀ : Continuous e₀) (h₁ : Continuous e₁)
    (hB : ∀ x, w x = 0) {x₀ : Geom n} {L₀ L₁ : Geom n →L[ℝ] ℝ}
    (d₀ : HasFDerivAt e₀ L₀ x₀) (d₁ : HasFDerivAt e₁ L₁ x₀)
    (hx : x₀ ∈ degeneracySet e₀ e₁ w)
    (hiso : ∀ᶠ x in 𝓝[≠] x₀, x ∉ degeneracySet e₀ e₁ w) : L₀ = L₁ := by
  by_contra hne
  obtain ⟨v, hv⟩ : ∃ v, 0 < L₁ v - L₀ v := by
    by_contra! h
    refine hne (ContinuousLinearMap.ext fun v => ?_)
    have p := h v
    have q := h (-v)
    rw [map_neg, map_neg] at q
    linarith
  have hv0 : v ≠ 0 := by
    rintro rfl
    simp at hv
  obtain ⟨r, hr, H⟩ := Metric.eventually_nhds_iff.1 (eventually_nhdsWithin_iff.1 hiso)
  have hp : 0 < ‖v‖ + 1 := by positivity
  obtain ⟨c, hc, hcv⟩ : ∃ c > 0, c * (‖v‖ + 1) = L₁ v - L₀ v :=
    ⟨_, div_pos hv hp, div_mul_cancel₀ _ hp.ne'⟩
  have hg : HasFDerivAt (fun x => e₁ x - e₀ x) (L₁ - L₀) x₀ := d₁.sub d₀
  obtain ⟨t, ht, htr, k₁, k₂⟩ := linear_regime hg
    (sub_eq_zero.2 (mem_degeneracySet_iff.1 hx).1.symm) hc hr v
  have hL : (L₁ - L₀) v = L₁ v - L₀ v := rfl
  rw [hL, ← hcv] at k₁ k₂
  have hct := mul_pos hc ht
  -- the energetic order is opposite at opposite points of a small sphere
  have hplus : 0 ≤ e₁ (x₀ + t • v) - e₀ (x₀ + t • v) := by
    have := (abs_le.1 k₁).1
    nlinarith
  have hminus : e₁ (x₀ - t • v) - e₀ (x₀ - t • v) ≤ 0 := by
    have := (abs_le.1 k₂).2
    nlinarith
  -- the sphere is connected, so it carries a degeneracy
  obtain ⟨y, hy, hy0⟩ := (isPreconnected_sphere (one_lt_rank hn) x₀ ‖t • v‖).intermediate_value
    (a := x₀ - t • v) (b := x₀ + t • v) (by simp) (by simp)
    (h₁.sub h₀).continuousOn ⟨hminus, hplus⟩
  have hyd : dist y x₀ = ‖t • v‖ := hy
  have hyne : y ≠ x₀ := by
    rw [← dist_pos, hyd]
    exact norm_pos_iff.2 (smul_ne_zero ht.ne' hv0)
  exact H (by rwa [hyd]) hyne
    (mem_degeneracySet_iff.2 ⟨(sub_eq_zero.1 hy0).symm, hB y⟩)
```

## (h) Cone points

Let \(n\ge2\), \(w=0\) everywhere and both energies be differentiable at \(x_0\). Show that
\[\text{no } c>0 \text{ makes } x_0 \text{ a cone point}.\]

Suppose \(x_0\) is a cone point with constant \(c\). With \(g\) and \(L\) as in (g), the map \(L:\mathbb R^n\to\mathbb R\) has a kernel vector \(v\ne0\). Use (f) with \(c/2\) in place of \(c\), and with \(r\) so small that the cone condition holds within \(r\) of \(x_0\). Then \(|g(x_0+tv)|\le\tfrac c2t\|v\|\). By (b) the cone condition demands at least \(c\,t\|v\|\), which is larger.

For CIS, reduced to two states with differentiable energies, this rules out a ground-state cone in the branching plane.

```lean
/-- With at least two coordinates and zero coupling, no geometry at which both energies are
differentiable is a cone point. -/
theorem not_isConePoint (hn : 2 ≤ n) (hB : ∀ x, w x = 0) {x₀ : Geom n}
    (d₀ : DifferentiableAt ℝ e₀ x₀) (d₁ : DifferentiableAt ℝ e₁ x₀) :
    ¬ IsConePoint e₀ e₁ w x₀ := by
  rintro ⟨hx, c, hc, hcone⟩
  obtain ⟨r, hr, H⟩ := Metric.eventually_nhds_iff.1 hcone
  have hg : HasFDerivAt (fun x => e₁ x - e₀ x) (fderiv ℝ e₁ x₀ - fderiv ℝ e₀ x₀) x₀ :=
    d₁.hasFDerivAt.sub d₀.hasFDerivAt
  generalize fderiv ℝ e₁ x₀ - fderiv ℝ e₀ x₀ = L at hg
  -- a direction in which the energy difference has no slope
  have hker : LinearMap.ker (L : Geom n →ₗ[ℝ] ℝ) ≠ ⊥ :=
    LinearMap.ker_ne_bot_of_finrank_lt (by
      rw [Module.finrank_self, finrank_euclideanSpace_fin]; omega)
  obtain ⟨v, hv, hv0⟩ := Submodule.exists_mem_ne_zero_of_ne_bot hker
  have hLv : L v = 0 := hv
  obtain ⟨t, ht, htr, k, -⟩ := linear_regime hg
    (sub_eq_zero.2 (mem_degeneracySet_iff.1 hx).1.symm) (half_pos hc) hr v
  rw [hLv, mul_zero, sub_zero] at k
  have q := H (y := x₀ + t • v) (by rwa [dist_eq_norm, add_sub_cancel_left])
  rw [energyGap_of_uncoupled (hB _), add_sub_cancel_left, norm_smul,
    Real.norm_of_nonneg ht.le] at q
  have hpos := mul_pos hc (mul_pos ht (norm_pos_iff.2 hv0))
  linarith
```

## (i) An energy with a kink

For \(e_0=0\), \(e_1=\|x\|\), \(w=0\), show that
\[D=\{0\}\ \text{and}\ 0\ \text{is a cone point}.\]

By (a), degeneracy means \(\|x\|=0\). By (b), \(\Delta(x)=\|x\|\), so \(c=1\) works. Continuity of the energies is therefore not enough in (h).

```lean
/-- The uncoupled energies `0` and `‖x‖` are degenerate only at the origin, which is a cone
point. -/
theorem isConePoint_norm :
    degeneracySet (fun _ : Geom n => 0) (fun x => ‖x‖) (fun _ => 0) = {0} ∧
      IsConePoint (fun _ : Geom n => 0) (fun x => ‖x‖) (fun _ => 0) 0 := by
  refine ⟨?_, mem_degeneracySet_iff.2 ⟨by simp, rfl⟩, 1, one_pos,
    Filter.Eventually.of_forall fun x => ?_⟩
  · ext x
    rw [mem_degeneracySet_iff, Set.mem_singleton_iff]
    exact ⟨fun h => norm_eq_zero.1 h.1.symm, fun h => ⟨by simp [h], rfl⟩⟩
  · rw [energyGap_of_uncoupled rfl]
    simp

end

end BrillouinConicalIntersection
```

```lean
#print axioms BrillouinConicalIntersection.degeneracySet_not_countable
#print axioms BrillouinConicalIntersection.gradients_eq_of_isolated
#print axioms BrillouinConicalIntersection.not_isConePoint
#print axioms BrillouinConicalIntersection.isConePoint_norm
```

```
'BrillouinConicalIntersection.degeneracySet_not_countable' depends on axioms: [propext, Classical.choice, Quot.sound]
'BrillouinConicalIntersection.gradients_eq_of_isolated' depends on axioms: [propext, Classical.choice, Quot.sound]
'BrillouinConicalIntersection.not_isConePoint' depends on axioms: [propext, Classical.choice, Quot.sound]
'BrillouinConicalIntersection.isConePoint_norm' depends on axioms: [propext, Classical.choice, Quot.sound]
```
